# For nonzero complex (a, b, c) and l ≥ 2, (ax + by + cz)^l is an eigenvector of orbital L² exactly when a² + b² + c² = 0

Suppose you square the l = 1 harmonic z and treat the result as an l = 2 harmonic. You would then expect L²z² = 6z² (with ħ = 1), but the correct result is

L²z² = 6z² − 2r².

The extra term shows that z² is not a pure d function: as the angular factor of a Cartesian Gaussian about one centre, it carries an s part. The condition in the title tells which powers of a linear form avoid this mixing.

In Lean 4 with Mathlib:

```lean
import Mathlib

open MvPolynomial

namespace PowersOfLinearHarmonics

noncomputable section

/-- Polynomial wavefunctions in the Cartesian coordinates x, y, z, with complex coefficients. -/
abbrev Poly := MvPolynomial (Fin 3) ℂ
```

Wavefunctions are complex polynomials in three variables, numbered 0, 1, 2 for x, y, z. They are not normalised. Physical orbitals also have a radial factor f(r). Passing to them uses the fact that L commutes with f(r), which is not formalised here.

```lean
/-- The angular momentum component `x_i p_j - x_j p_i` with `p = -i∇` (units with ħ = 1),
as a derivation on polynomials. -/
def angMom (i j : Fin 3) : Derivation ℂ Poly Poly :=
  (-Complex.I) • ((X i : Poly) • pderiv j - (X j : Poly) • pderiv i)
```

This is the operator x_i p_j − x_j p_i = −i(x_i ∂_j − x_j ∂_i), where the i in front is the imaginary unit. The type `Derivation` records that it is linear and obeys the Leibniz rule. In the code, `X i` is a coordinate and `pderiv i` its partial derivative.

```lean
/-- The squared orbital angular momentum `L² = Lx² + Ly² + Lz²`. -/
def Lsq : Module.End ℂ Poly :=
  (angMom 1 2).toLinearMap ∘ₗ (angMom 1 2).toLinearMap
    + (angMom 2 0).toLinearMap ∘ₗ (angMom 2 0).toLinearMap
    + (angMom 0 1).toLinearMap ∘ₗ (angMom 0 1).toLinearMap
```

The index pairs (1,2), (2,0), (0,1) give Lx, Ly, Lz. `Module.End` is the type of linear operators, and `∘ₗ` composes them.

```lean
/-- The linear form `a x + b y + c z`. -/
def linForm (a b c : ℂ) : Poly := C a * X 0 + C b * X 1 + C c * X 2
```

Write u = ax + by + cz for this linear form. `C` turns a number into a constant polynomial.

```lean
/-- The squared radius `r² = x² + y² + z²`. -/
def rSq : Poly := X 0 ^ 2 + X 1 ^ 2 + X 2 ^ 2
```

This is r², as a polynomial.

```lean
lemma Lsq_apply (p : Poly) : Lsq p = angMom 1 2 (angMom 1 2 p)
    + angMom 2 0 (angMom 2 0 p) + angMom 0 1 (angMom 0 1 p) := rfl
```

Applying L² means applying each component twice and adding.

```lean
/-- Lx, Ly and Lz each send a linear form to a linear form, with the coefficients shown. -/
theorem angMom_linForm (a b c : ℂ) :
    angMom 1 2 (linForm a b c) = linForm 0 (-Complex.I * c) (Complex.I * b) ∧
    angMom 2 0 (linForm a b c) = linForm (Complex.I * c) 0 (-Complex.I * a) ∧
    angMom 0 1 (linForm a b c) = linForm (-Complex.I * b) (Complex.I * a) 0 := by
  have hd : ∀ i, pderiv i (linForm a b c) = C (![a, b, c] i) := by
    intro i
    fin_cases i <;> simp [linForm, pderiv_X]
  have hL : ∀ i j, angMom i j (linForm a b c)
      = C (-Complex.I) * (X i * C (![a, b, c] j) - X j * C (![a, b, c] i)) := by
    intro i j
    simp only [angMom, Derivation.smul_apply, Derivation.sub_apply, smul_eq_mul,
      MvPolynomial.smul_eq_C_mul, hd]
  refine ⟨?_, ?_, ?_⟩ <;> rw [hL] <;> simp [linForm] <;> ring
```

Since ∂_x u = a, ∂_y u = b and ∂_z u = c,

Lx u = −i(cy − bz)

Ly u = −i(az − cx)

Lz u = −i(bx − ay).

The proof computes the derivatives (`hd`), inserts them into the definition (`hL`) and compares coefficients.

```lean
lemma C_I_mul_C_I : (C Complex.I : Poly) * C Complex.I = -1 := by
  rw [← C_mul, Complex.I_mul_I, map_neg, map_one]
```

This is i² = −1, stated for constant polynomials.

```lean
/-- Every linear form satisfies `L² u = 2 u`. -/
theorem Lsq_linForm (a b c : ℂ) : Lsq (linForm a b c) = 2 * linForm a b c := by
  rw [Lsq_apply]
  simp only [(angMom_linForm _ _ _).1, (angMom_linForm _ _ _).2.1, (angMom_linForm _ _ _).2.2]
  simp only [linForm, map_mul, map_neg, map_zero]
  linear_combination (-2 * (C a * X 0 + C b * X 1 + C c * X 2)) * C_I_mul_C_I
```

Applying each component again gives

Lx²u = by + cz

Ly²u = ax + cz

Lz²u = ax + by.

The sum is 2u, as expected for l = 1. The tactic `linear_combination` proves an equation by adding multiples of known ones, here i² = −1.

```lean
/-- A derivation applied twice to a power: one term with the second derivative of the base,
one with the square of its first derivative. -/
theorem derivation_twice_pow (D : Derivation ℂ Poly Poly) (u : Poly) (m : ℕ) :
    D (D (u ^ (m + 2))) = ((m : Poly) + 2) * u ^ (m + 1) * D (D u)
      + ((m : Poly) + 2) * ((m : Poly) + 1) * u ^ m * (D u) ^ 2 := by
  have h : ∀ n : ℕ, D (u ^ (n + 1)) = ((n : Poly) + 1) * u ^ n * D u := by
    intro n
    rw [D.leibniz_pow]
    simp only [Nat.add_sub_cancel, smul_eq_mul, nsmul_eq_mul, Nat.cast_add, Nat.cast_one]
    ring
  have hc : D (((m + 1 : ℕ) : Poly) + 1) = 0 := by
    rw [map_add, D.map_natCast, D.map_one_eq_zero, add_zero]
  change D (D (u ^ (m + 1 + 1))) = _
  rw [h (m + 1), D.leibniz, D.leibniz, hc, h m]
  simp only [smul_eq_mul]
  push_cast
  ring
```

For any derivation D, the Leibniz rule gives

D(u^(m+2)) = (m+2) u^(m+1) Du.

Applying D again, to both u^(m+1) and Du, yields

D²(u^(m+2)) = (m+2) u^(m+1) D²u + (m+2)(m+1) u^m (Du)².

In the proof, `h` is the first-derivative rule and `hc` says that constants have derivative zero.

```lean
/-- The action of `L²` on the power `l = m + 2` of `u = a x + b y + c z`: the term
`l (l + 1) u^l` minus `l (l - 1) (a² + b² + c²) r² u^(l - 2)`. -/
theorem Lsq_pow (a b c : ℂ) (m : ℕ) :
    Lsq (linForm a b c ^ (m + 2))
      = ((m : Poly) + 2) * ((m : Poly) + 3) * linForm a b c ^ (m + 2)
        - ((m : Poly) + 2) * ((m : Poly) + 1) * C (a ^ 2 + b ^ 2 + c ^ 2) * rSq
          * linForm a b c ^ m := by
  have h1 := Lsq_linForm a b c
  rw [Lsq_apply] at h1
  -- Lagrange's identity for the cross product of r with (a, b, c)
  have h2 : (angMom 1 2 (linForm a b c)) ^ 2 + (angMom 2 0 (linForm a b c)) ^ 2
      + (angMom 0 1 (linForm a b c)) ^ 2
      = linForm a b c ^ 2 - C (a ^ 2 + b ^ 2 + c ^ 2) * rSq := by
    rw [(angMom_linForm a b c).1, (angMom_linForm a b c).2.1, (angMom_linForm a b c).2.2]
    simp only [linForm, rSq, map_mul, map_neg, map_zero, map_add, map_pow]
    linear_combination ((C a ^ 2 + C b ^ 2 + C c ^ 2) * (X 0 ^ 2 + X 1 ^ 2 + X 2 ^ 2)
      - (C a * X 0 + C b * X 1 + C c * X 2) ^ 2) * C_I_mul_C_I
  rw [Lsq_apply, derivation_twice_pow, derivation_twice_pow, derivation_twice_pow]
  linear_combination ((m : Poly) + 2) * linForm a b c ^ (m + 1) * h1
    + ((m : Poly) + 2) * ((m : Poly) + 1) * linForm a b c ^ m * h2
```

Let s = a² + b² + c². Summing the previous formula over the components requires two sums. The first is L²u = 2u (`h1`). The second is Lagrange's identity for a cross product (`h2`):

(Lx u)² + (Ly u)² + (Lz u)² = −[(cy − bz)² + (az − cx)² + (bx − ay)²] = u² − s r².

Hence

L²u^(m+2) = 2(m+2) u^(m+2) + (m+2)(m+1) u^m (u² − s r²)

= (m+2)(m+3) u^(m+2) − (m+2)(m+1) s r² u^m.

The last `linear_combination` adds `h1` and `h2` with these weights.

```lean
lemma linForm_ne_zero {a b c : ℂ} (h : (a, b, c) ≠ (0, 0, 0)) : linForm a b c ≠ 0 := by
  intro h0
  have ha : a = 0 := by simpa [linForm] using congrArg (eval ![1, 0, 0]) h0
  have hb : b = 0 := by simpa [linForm] using congrArg (eval ![0, 1, 0]) h0
  have hc : c = 0 := by simpa [linForm] using congrArg (eval ![0, 0, 1]) h0
  exact h (by rw [ha, hb, hc])
```

If u were the zero polynomial, its values at the three unit points would give a = b = c = 0.

```lean
/-- If a multiple `K r²` equals a multiple of the square of a linear form, then `K = 0`. -/
theorem rSq_not_square {a b c K k : ℂ} (h : C K * rSq = C k * linForm a b c ^ 2) :
    K = 0 := by
  have ev : ∀ x y z : ℂ, K * (x ^ 2 + y ^ 2 + z ^ 2) = k * (a * x + b * y + c * z) ^ 2 := by
    intro x y z
    have e := congrArg (eval ![x, y, z]) h
    simp only [linForm, rSq, map_mul, map_add, map_pow, eval_C, eval_X] at e
    exact e
  have h1 := ev 1 0 0
  have h2 := ev 0 1 0
  have h3 := ev 1 1 0
  -- the cross term must vanish, although both diagonal terms equal K
  have hab : k * a * b = 0 := by linear_combination (h1 + h2 - h3) / 2
  have hK : K * K = 0 := by
    linear_combination K * h1 + k * a ^ 2 * h2 + k * a * b * hab
  exact mul_self_eq_zero.mp hK
```

Suppose K r² = k u². Evaluating at (1,0,0), (0,1,0) and (1,1,0) gives

K = ka², K = kb², 2K = k(a + b)².

Subtracting the first two from the third leaves 2kab = 0. Therefore K² = (ka²)(kb²) = (kab)² = 0, and K = 0.

```lean
/-- For nonzero `(a, b, c)` with `a² + b² + c² = 0`, every power `(a x + b y + c z)^l` is an
eigenvector of `L²` with eigenvalue `l (l + 1)`. -/
theorem hasEigenvector_of_null {a b c : ℂ} (h : (a, b, c) ≠ (0, 0, 0))
    (hs : a ^ 2 + b ^ 2 + c ^ 2 = 0) (l : ℕ) :
    Module.End.HasEigenvector Lsq ((l : ℂ) * ((l : ℂ) + 1)) (linForm a b c ^ l) := by
  refine ⟨Module.End.mem_eigenspace_iff.mpr ?_, pow_ne_zero l (linForm_ne_zero h)⟩
  rcases l with _ | _ | m
  · simp [Lsq_apply]
  · simp only [zero_add, pow_one]
    rw [Lsq_linForm, MvPolynomial.smul_eq_C_mul]
    simp only [Nat.cast_one, one_mul, map_add, map_one]
    ring
  · rw [show m + 1 + 1 = m + 2 from rfl, Lsq_pow, hs, map_zero, MvPolynomial.smul_eq_C_mul]
    push_cast
    simp only [map_mul, map_add, map_natCast, map_ofNat, map_one]
    ring
```

`HasEigenvector Lsq μ p` means that L²p = μp and p ≠ 0. If s = 0, the r² term vanishes and the eigenvalue is (m+2)(m+3) = l(l+1). The cases l = 0 and l = 1 are treated separately, with eigenvalues 0 and 2.

```lean
/-- For nonzero complex `(a, b, c)` and `l ≥ 2`, the polynomial `(a x + b y + c z)^l` is an
eigenvector of `L²` if and only if `a² + b² + c² = 0`. -/
theorem pow_eigenvector_iff {a b c : ℂ} (h : (a, b, c) ≠ (0, 0, 0)) {l : ℕ} (hl : 2 ≤ l) :
    (∃ μ : ℂ, Module.End.HasEigenvector Lsq μ (linForm a b c ^ l))
      ↔ a ^ 2 + b ^ 2 + c ^ 2 = 0 := by
  refine ⟨?_, fun hs => ⟨_, hasEigenvector_of_null h hs l⟩⟩
  rintro ⟨μ, hμ⟩
  obtain ⟨m, rfl⟩ := Nat.exists_eq_add_of_le' hl
  have e := hμ.apply_eq_smul
  rw [Lsq_pow, MvPolynomial.smul_eq_C_mul] at e
  -- cancel the common factor u^m
  have key : C (((m : ℂ) + 2) * ((m : ℂ) + 1) * (a ^ 2 + b ^ 2 + c ^ 2)) * rSq
      = C (((m : ℂ) + 2) * ((m : ℂ) + 3) - μ) * linForm a b c ^ 2 := by
    apply mul_left_cancel₀ (pow_ne_zero m (linForm_ne_zero h))
    simp only [map_mul, map_add, map_sub, map_pow, map_natCast, map_ofNat, map_one] at e ⊢
    linear_combination -e
  have h2 : (m : ℂ) + 2 ≠ 0 := by exact_mod_cast (by omega : m + 2 ≠ 0)
  have h1 : (m : ℂ) + 1 ≠ 0 := by exact_mod_cast (by omega : m + 1 ≠ 0)
  exact (mul_eq_zero.mp (rSq_not_square key)).resolve_left (mul_ne_zero h2 h1)
```

The "if" direction is the previous theorem. Conversely, let L²u^l = μu^l with l = m + 2. Then

(m+2)(m+1) s r² u^m = [(m+2)(m+3) − μ] u^(m+2).

Polynomials have no zero divisors, so the nonzero factor u^m cancels (`key`). What remains has the form K r² = k u², so K = (m+2)(m+1)s = 0. The numerical factors are nonzero, hence s = 0.

For l = 0 or 1 the power is an eigenvector whatever the value of s.

```lean
/-- For real nonzero `(a, b, c)`, no power `(a x + b y + c z)^l` with `l ≥ 2` is an
eigenvector of `L²`. -/
theorem real_pow_not_eigenvector {a b c : ℝ} (h : (a, b, c) ≠ (0, 0, 0)) {l : ℕ}
    (hl : 2 ≤ l) :
    ¬ ∃ μ : ℂ, Module.End.HasEigenvector Lsq μ (linForm a b c ^ l) := by
  have hC : ((a : ℂ), (b : ℂ), (c : ℂ)) ≠ (0, 0, 0) := by simpa using h
  rw [pow_eigenvector_iff hC hl]
  intro hs
  have hr : a ^ 2 + b ^ 2 + c ^ 2 = 0 := by exact_mod_cast hs
  have ha : a = 0 := (pow_eq_zero_iff two_ne_zero).mp
    (by linarith [sq_nonneg a, sq_nonneg b, sq_nonneg c])
  have hb : b = 0 := (pow_eq_zero_iff two_ne_zero).mp
    (by linarith [sq_nonneg a, sq_nonneg b, sq_nonneg c])
  have hc : c = 0 := (pow_eq_zero_iff two_ne_zero).mp
    (by linarith [sq_nonneg a, sq_nonneg b, sq_nonneg c])
  exact h (by rw [ha, hb, hc])
```

For real coefficients, s is a sum of nonnegative squares and vanishes only if all three do. No real direction therefore gives an eigenvector for l ≥ 2, even when complex eigenvalues μ are allowed.

```lean
/-- For every `l`, the polynomial `(x + i y)^l` is an eigenvector of `L²` with eigenvalue
`l (l + 1)`. -/
theorem x_add_iy_pow_eigenvector (l : ℕ) :
    Module.End.HasEigenvector Lsq ((l : ℂ) * ((l : ℂ) + 1)) (linForm 1 Complex.I 0 ^ l) :=
  hasEigenvector_of_null (by simp) (by simp [Complex.I_sq]) l

end

end PowersOfLinearHarmonics
```

With (a, b, c) = (1, i, 0), s = 1 + i² = 0: the squares are not moduli, so they can cancel. Thus (x + iy)^l has eigenvalue l(l+1) for every l.

```lean
#print axioms PowersOfLinearHarmonics.pow_eigenvector_iff
#print axioms PowersOfLinearHarmonics.real_pow_not_eigenvector
#print axioms PowersOfLinearHarmonics.x_add_iy_pow_eigenvector
```

```
'PowersOfLinearHarmonics.pow_eigenvector_iff' depends on axioms: [propext, Classical.choice, Quot.sound]
'PowersOfLinearHarmonics.real_pow_not_eigenvector' depends on axioms: [propext, Classical.choice, Quot.sound]
'PowersOfLinearHarmonics.x_add_iy_pow_eigenvector' depends on axioms: [propext, Classical.choice, Quot.sound]
```
